# The reduced radial Coulomb equation as a recursion for power-series coefficients

With ħ = 1, a particle of mass μ in the potential q/r has a radial Schrödinger equation which, once a factor r^l is taken out of the wavefunction, becomes r g'' + 2(l+1) g' = 2μ(q − E r) g. The theorem `reducedEq_iff_recursion` says that a real formal power series g satisfies this equation exactly when its coefficients obey (k+1)(k+2l+2) a(k+1) = 2μq a(k) − 2μE a(k−1) for every natural number k, with a(−1) = 0. Here l is a natural number and μ, q and E are any reals; nothing is asked or claimed about convergence, normalisation or whether E is an eigenvalue. The proof compares the coefficients of r^k on both sides, rewrites them with `simp only`, and leaves the remaining algebra to `linear_combination`.

As first written in Lean, the proof fails:

```lean
import Mathlib

open PowerSeries

namespace CoulombCuspSeries

noncomputable section

local notation "D" => PowerSeries.derivative ℝ

/-- The reduced radial equation `r g'' + 2(l+1) g' = 2 mu (q - E r) g` for a formal power
series `g` in the distance `r`. -/
def ReducedEq (l : ℕ) (mu q E : ℝ) (g : PowerSeries ℝ) : Prop :=
  X * D (D g) + (2 * ((l : ℝ) + 1)) • D g = (2 * mu) • (q • g - E • (X * g))

/-- The coefficient `a(k-1)` of a series, with `a(-1) = 0`. -/
def prevCoeff (g : PowerSeries ℝ) : ℕ → ℝ
  | 0 => 0
  | k + 1 => coeff k g

/-- Multiplication by `r` shifts the coefficients by one place. -/
lemma coeff_X_mul_eq (g : PowerSeries ℝ) (k : ℕ) : coeff k (X * g) = prevCoeff g k := by
  cases k with
  | zero => exact coeff_zero_X_mul g
  | succ k => exact coeff_succ_X_mul k g

/-- The operator `r d/dr` multiplies the coefficient of `r^n` by `n`. -/
lemma coeff_euler (g : PowerSeries ℝ) (n : ℕ) : coeff n (X * D g) = n * coeff n g := by
  cases n with
  | zero => rw [coeff_zero_X_mul, Nat.cast_zero, zero_mul]
  | succ n =>
    rw [coeff_succ_X_mul, coeff_derivative]
    push_cast
    ring

/-- The reduced equation holds exactly when the coefficients obey
`(k+1)(k+2l+2) a(k+1) = 2 mu q a(k) - 2 mu E a(k-1)`, with `a(-1) = 0`. -/
theorem reducedEq_iff_recursion (l : ℕ) (mu q E : ℝ) (g : PowerSeries ℝ) :
    ReducedEq l mu q E g ↔ ∀ k : ℕ, ((k : ℝ) + 1) * (k + 2 * l + 2) * coeff (k + 1) g
      = 2 * mu * q * coeff k g - 2 * mu * E * prevCoeff g k := by
  unfold ReducedEq
  rw [PowerSeries.ext_iff]
  refine forall_congr' fun k => ?_
  simp only [map_add, map_sub, map_smul, smul_eq_mul, coeff_euler, coeff_derivative,
    coeff_X_mul_eq]
  constructor <;> intro h <;> linear_combination h

end

end CoulombCuspSeries
```

The compiler's answer:

```
Main.lean:46:30: error: ring failed, ring expressions not equal
l : ℕ
mu q E : ℝ
g : ℝ⟦X⟧
k : ℕ
h :
  prevCoeff (D (D g)) k + 2 * (↑l + 1) * ((coeff (k + 1)) g * (↑k + 1)) = 2 * mu * (q * (coeff k) g - E * prevCoeff g k)
⊢ ↑k * (coeff (k + 1)) g + ↑k ^ 2 * (coeff (k + 1)) g - prevCoeff (D (D g)) k = 0
Main.lean:46:30: error: ring failed, ring expressions not equal
l : ℕ
mu q E : ℝ
g : ℝ⟦X⟧
k : ℕ
h : (↑k + 1) * (↑k + 2 * ↑l + 2) * (coeff (k + 1)) g = 2 * mu * q * (coeff k) g - 2 * mu * E * prevCoeff g k
⊢ prevCoeff (D (D g)) k - (coeff (k + 1)) g * ↑k - (coeff (k + 1)) g * ↑k ^ 2 = 0
Main.lean:44:54: warning: This simp argument is unused:
  coeff_euler

Hint: Omit it from the simp argument list.
  [apply] simp only [map_add, map_sub, map_smul, smul_eq_mul, coeff_derivative, coeff_X_mul_eq]

Note: This linter can be disabled with `set_option linter.unusedSimpArgs false`
```

Cause. The two errors are the two directions of the equivalence, and they have one cause. The term `coeff k (X * D (D g))` matches both `coeff_euler`, which gives `k * coeff k (D g)`, and the more general `coeff_X_mul_eq`, which gives `prevCoeff (D (D g)) k`. Lean used the second, as `h` in the first error shows, and the warning confirms that `coeff_euler` was never used. No lemma in the `simp only` list rewrites `prevCoeff (D (D g)) k` further. It does equal `k * (k + 1) * coeff (k + 1) g`, which is what the leftover goals require, but `ring` treats it as an unknown quantity and can't see this.

The repair moves `coeff_X_mul_eq` into a second `simp only`. In the first call `coeff_euler` now has no rival, and `coeff_derivative` finishes the second-derivative term. The second call then only has to turn `coeff k (X * g)` into `prevCoeff g k`, and `linear_combination h` closes both directions. Dropping `coeff_euler`, as the linter hints, would have left the errors in place.

After these edits no error is left:

```diff
@@ -42,6 +42,6 @@
   rw [PowerSeries.ext_iff]
   refine forall_congr' fun k => ?_
-  simp only [map_add, map_sub, map_smul, smul_eq_mul, coeff_euler, coeff_derivative,
-    coeff_X_mul_eq]
+  simp only [map_add, map_sub, map_smul, smul_eq_mul, coeff_euler, coeff_derivative]
+  simp only [coeff_X_mul_eq]
   constructor <;> intro h <;> linear_combination h
 
```
